# An explicit left eigenvector for exact coupled-cluster states of a Hermitian matrix, and its expectation values

Operators are complex square matrices in an orthonormal basis with the finite index set `n`, and the cluster operator $T$ may be any such matrix. The excitation operators of coupled-cluster theory, which are nilpotent in a finite basis, are a special case. Kets are columns and bras are rows. Both have the type `n → ℂ`, and the product `⬝ᵥ` of two of them doesn't conjugate, so every complex conjugation appears as an explicit `star`. Matrices act on columns through `*ᵥ` and on rows through `ᵥ*`.

In Lean 4 with Mathlib:

```lean
import Mathlib

open Matrix
open scoped ComplexOrder

namespace CoupledClusterLambda

noncomputable section

variable {n : Type*} [Fintype n] [DecidableEq n]
```

## The right and left states

The reference determinant is the basis vector $e_0$, whose index is `o` in the code and which is written `Pi.single o 1`. The coupled-cluster state is
$$\psi = e^{T} e_0 .$$

```lean
/-- The coupled-cluster state `exp(T) e₀`, where `e₀` is the basis vector with index `o`. -/
def ccState (T : Matrix n n ℂ) (o : n) : n → ℂ :=
  NormedSpace.exp T *ᵥ Pi.single o 1
```

An operator $A$ is similarity-transformed into $\bar A = e^{-T} A\, e^{T}$. For the Hamiltonian $H$ this is the usual $\bar H$, which is in general not Hermitian.

```lean
/-- The similarity-transformed operator `exp(-T) A exp(T)`. -/
def dressed (T A : Matrix n n ℂ) : Matrix n n ℂ :=
  NormedSpace.exp (-T) * A * NormedSpace.exp T
```

The expectation value of an operator $V$ carries its denominator, because $\psi$ is not normalised:
$$\langle V\rangle_\psi = \frac{\psi^\dagger V \psi}{\psi^\dagger\psi}.$$

```lean
/-- The expectation value `⟨ψ, V ψ⟩ / ⟨ψ, ψ⟩` of an operator `V` in a nonzero state `ψ`. -/
def expectation (ψ : n → ℂ) (V : Matrix n n ℂ) : ℂ :=
  (star ψ ⬝ᵥ V *ᵥ ψ) / (star ψ ⬝ᵥ ψ)
```

Write $N = \psi^\dagger\psi$. The candidate for the left state is the row vector
$$l = \frac{1}{N}\,\psi^\dagger e^{T}.$$
In coupled-cluster notation a left state with $l e_0 = 1$ is $\langle 0|(1+\Lambda)$, where the de-excitation operator $\Lambda$ supplies the components of $l$ outside the reference.

```lean
/-- The row vector `ψ† exp(T) / ⟨ψ, ψ⟩` built from the coupled-cluster state `ψ = exp(T) e₀`,
whose norm is never zero. -/
def leftState (T : Matrix n n ℂ) (o : n) : n → ℂ :=
  (star (ccState T o) ⬝ᵥ ccState T o)⁻¹ • (star (ccState T o) ᵥ* NormedSpace.exp T)
```

## The norm is never zero

Since $-T$ and $T$ commute, $e^{-T}e^{T} = e^{-T+T} = 1$. For square matrices the product in the other order is then also $1$.

```lean
/-- The operator `exp(-T)` undoes `exp(T)`. -/
theorem exp_neg_mul_exp (T : Matrix n n ℂ) :
    NormedSpace.exp (-T) * NormedSpace.exp T = 1 := by
  have h := Matrix.exp_add_of_commute (-T) T ((Commute.refl T).neg_left)
  rw [neg_add_cancel, NormedSpace.exp_zero] at h
  exact h.symm
```

Suppose $N = \sum_i |\psi_i|^2 = 0$. Then $\psi = 0$, and $e_0 = e^{-T}\psi = 0$, which contradicts the entry $1$ of $e_0$ at its own index. The last two lines of the proof read off that entry.

```lean
/-- The coupled-cluster state has nonzero norm, for every cluster matrix `T`. -/
theorem ccState_norm_ne_zero (T : Matrix n n ℂ) (o : n) :
    star (ccState T o) ⬝ᵥ ccState T o ≠ 0 := by
  intro h
  have h0 : ccState T o = 0 := dotProduct_star_self_eq_zero.mp h
  -- applying `exp(-T)` would give `e₀ = 0`
  have h1 : NormedSpace.exp (-T) *ᵥ ccState T o = Pi.single o 1 := by
    rw [ccState, Matrix.mulVec_mulVec, exp_neg_mul_exp, Matrix.one_mulVec]
  rw [h0, Matrix.mulVec_zero] at h1
  have h2 := congrFun h1 o
  simp at h2
```

## From $\bar H$ back to $H$

Let $l$ now be any row vector and suppose $l\bar H = E\,l$, that is, $l e^{-T} H e^{T} = E\,l$. Multiplying by $e^{-T}$ from the right gives
$$(l e^{-T})\,H = E\,(l e^{-T}),$$
and multiplying this by $e^{T}$ leads back. In the proof `congrArg` performs each multiplication, and `simp` regroups the products and cancels the exponentials.

```lean
/-- A row vector `l` satisfies the left eigenvalue equation of `exp(-T) H exp(T)` with the number
`E` exactly when `l exp(-T)` satisfies that of `H` with the same `E`. -/
theorem left_eigen_iff (T H : Matrix n n ℂ) (E : ℂ) (l : n → ℂ) :
    l ᵥ* dressed T H = E • l ↔
      (l ᵥ* NormedSpace.exp (-T)) ᵥ* H = E • (l ᵥ* NormedSpace.exp (-T)) := by
  have hr : NormedSpace.exp T * NormedSpace.exp (-T) = 1 :=
    mul_eq_one_comm.mp (exp_neg_mul_exp T)
  constructor
  · intro h
    have h' := congrArg (fun r => r ᵥ* NormedSpace.exp (-T)) h
    simp only [dressed, Matrix.vecMul_vecMul, Matrix.smul_vecMul, mul_assoc, hr,
      mul_one] at h' ⊢
    exact h'
  · intro h
    have h' := congrArg (fun r => r ᵥ* NormedSpace.exp T) h
    simp only [dressed, Matrix.vecMul_vecMul, Matrix.smul_vecMul, mul_assoc,
      exp_neg_mul_exp, Matrix.vecMul_one] at h' ⊢
    exact h'
```

For Hermitian $H$ and real $E$, a bra equation is the adjoint of a ket equation:
$$\phi^\dagger H = (H\phi)^\dagger, \qquad E\phi^\dagger = (E\phi)^\dagger .$$
The two left-hand sides agree exactly when $H\phi = E\phi$. Taking $E$ real loses nothing, as a Hermitian matrix has only real eigenvalues.

```lean
omit [DecidableEq n] in
/-- For Hermitian `H` and real `E`, the bra `φ†` satisfies the left eigenvalue equation
exactly when the ket `φ` satisfies the right one. -/
theorem bra_eigen_iff {H : Matrix n n ℂ} (hH : H.IsHermitian) (E : ℝ) (φ : n → ℂ) :
    star φ ᵥ* H = (E : ℂ) • star φ ↔ H *ᵥ φ = (E : ℂ) • φ := by
  have h1 : star φ ᵥ* H = star (H *ᵥ φ) := by rw [Matrix.star_mulVec, hH.eq]
  have h2 : (E : ℂ) • star φ = star ((E : ℂ) • φ) := by
    ext i
    simp
  rw [h1, h2]
  exact star_inj
```

For the explicit $l$ the exponentials cancel,
$$l e^{-T} = \frac{1}{N}\psi^\dagger e^{T}e^{-T} = \frac{1}{N}\psi^\dagger ,$$
so $l\bar H = E\,l$ is equivalent to $\psi^\dagger H = E\psi^\dagger$, and hence to $H\psi = E\psi$. This $l$ is therefore a left eigenvector only if the coupled-cluster state is an exact eigenstate. The final line of the proof removes the nonzero factor $1/N$.

```lean
/-- For Hermitian `H` and real `E`, the row vector `ψ† exp(T) / ⟨ψ, ψ⟩` satisfies the left
eigenvalue equation of `exp(-T) H exp(T)` if and only if `H ψ = E ψ`. -/
theorem leftState_eigen_iff {H : Matrix n n ℂ} (hH : H.IsHermitian) (T : Matrix n n ℂ)
    (o : n) (E : ℝ) :
    leftState T o ᵥ* dressed T H = (E : ℂ) • leftState T o ↔
      H *ᵥ ccState T o = (E : ℂ) • ccState T o := by
  have hN := inv_ne_zero (ccState_norm_ne_zero T o)
  have hl : leftState T o ᵥ* NormedSpace.exp (-T) =
      (star (ccState T o) ⬝ᵥ ccState T o)⁻¹ • star (ccState T o) := by
    rw [leftState, Matrix.smul_vecMul, Matrix.vecMul_vecMul,
      mul_eq_one_comm.mp (exp_neg_mul_exp T), Matrix.vecMul_one]
  rw [left_eigen_iff, hl, Matrix.smul_vecMul, smul_comm (E : ℂ), ← bra_eigen_iff hH]
  -- the nonzero normalization factor cancels
  exact (smul_right_injective (n → ℂ) hN).eq_iff
```

## Normalisation and expectation values

Let $H$ be Hermitian with $H\psi = E\psi$. The left eigenvalue equation has just been shown. The other two properties follow by inserting the definitions:
$$l e_0 = \frac{\psi^\dagger e^{T}e_0}{N} = \frac{\psi^\dagger\psi}{N} = 1,$$
$$l\,\bar V e_0 = \frac{\psi^\dagger e^{T}e^{-T}V e^{T}e_0}{N} = \frac{\psi^\dagger V\psi}{N} = \langle V\rangle_\psi .$$
The theorem states all three together, the last for every matrix $V$. In its proof, `hc` is the cancellation $e^{T}\bar V = V e^{T}$.

```lean
/-- Let `H` be Hermitian and `ψ = exp(T) e₀` satisfy `H ψ = E ψ`. Then
`l = ψ† exp(T) / ⟨ψ, ψ⟩` is a left eigenvector of `exp(-T) H exp(T)` with eigenvalue `E`,
`l e₀ = 1`, and `l exp(-T) V exp(T) e₀` is the expectation value of `V` in `ψ` for every `V`. -/
theorem lambda_state {H : Matrix n n ℂ} (hH : H.IsHermitian) (T : Matrix n n ℂ) (o : n)
    (E : ℝ) (hψ : H *ᵥ ccState T o = (E : ℂ) • ccState T o) :
    leftState T o ᵥ* dressed T H = (E : ℂ) • leftState T o ∧
    leftState T o ⬝ᵥ Pi.single o 1 = 1 ∧
    ∀ V : Matrix n n ℂ, leftState T o ⬝ᵥ (dressed T V *ᵥ Pi.single o 1) =
      expectation (ccState T o) V := by
  refine ⟨(leftState_eigen_iff hH T o E).mpr hψ, ?_, fun V => ?_⟩
  · rw [leftState, smul_dotProduct, ← Matrix.dotProduct_mulVec]
    exact inv_mul_cancel₀ (ccState_norm_ne_zero T o)
  · -- `exp(T)` in the bra cancels `exp(-T)` in the dressed operator
    have hc : NormedSpace.exp T * dressed T V = V * NormedSpace.exp T := by
      rw [dressed, ← mul_assoc, ← mul_assoc, mul_eq_one_comm.mp (exp_neg_mul_exp T), one_mul]
    rw [leftState, smul_dotProduct, ← Matrix.dotProduct_mulVec, Matrix.mulVec_mulVec, hc,
      ← Matrix.mulVec_mulVec, expectation, div_eq_inv_mul]
    rfl
```

Without Hermiticity the eigenvalue equation can fail. Take $T = 0$ and $H = \begin{pmatrix}1&1\\0&0\end{pmatrix}$. Then $\psi = e_0$ satisfies $H\psi = \psi$ and $l = (1,0)$, but $l\bar H = (1,1) \neq l$. The other two properties survive, since their derivation used neither Hermiticity nor the eigenvalue equation.

## Uniqueness for a nondegenerate level

A calculation finds the left state by solving equations, so it matters whether the solution has to be this $l$. Assume that every solution of $H\phi = E\phi$ is a multiple of $\psi$, which is the hypothesis `hE`, and let $l$ be any row vector with $l\bar H = E\,l$ and $l e_0 = 1$. Then $\phi = (l e^{-T})^\dagger$ satisfies $H\phi = E\phi$, so $\phi = c\,\psi$ for some number $c$. Taking the adjoint and multiplying by $e^{T}$ gives
$$l = c^*\,\psi^\dagger e^{T}, \qquad 1 = l e_0 = c^* N .$$
Hence $c^* = 1/N$, and $l$ is the explicit left state. The steps `h2` to `h5` follow this order.

```lean
/-- Let `H` be Hermitian and let every solution of `H φ = E φ` be a multiple of
`ψ = exp(T) e₀`. Then a left eigenvector `l` of `exp(-T) H exp(T)` with eigenvalue `E` and
`l e₀ = 1` must be `ψ† exp(T) / ⟨ψ, ψ⟩`. -/
theorem lambda_unique {H : Matrix n n ℂ} (hH : H.IsHermitian) (T : Matrix n n ℂ) (o : n)
    (E : ℝ) (hE : ∀ φ, H *ᵥ φ = (E : ℂ) • φ → ∃ c : ℂ, φ = c • ccState T o)
    (l : n → ℂ) (hl : l ᵥ* dressed T H = (E : ℂ) • l) (h1 : l ⬝ᵥ Pi.single o 1 = 1) :
    l = leftState T o := by
  -- the adjoint of `l exp(-T)` is an eigenvector of `H`
  have h2 := (left_eigen_iff T H E l).mp hl
  rw [← star_star (l ᵥ* NormedSpace.exp (-T)), bra_eigen_iff hH] at h2
  obtain ⟨c, hc⟩ := hE _ h2
  have h3 : l ᵥ* NormedSpace.exp (-T) = star c • star (ccState T o) := by
    rw [← star_star (l ᵥ* NormedSpace.exp (-T)), hc, star_smul]
  have h4 : l = star c • (star (ccState T o) ᵥ* NormedSpace.exp T) := by
    rw [← Matrix.smul_vecMul, ← h3, Matrix.vecMul_vecMul, exp_neg_mul_exp, Matrix.vecMul_one]
  -- the condition `l e₀ = 1` fixes the factor
  have h5 : star c * (star (ccState T o) ⬝ᵥ ccState T o) = 1 := by
    rw [h4, smul_dotProduct, ← Matrix.dotProduct_mulVec] at h1
    exact h1
  rw [h4, leftState, eq_inv_of_mul_eq_one_left h5]
```

Suppose that $T$ contains all excitations and $\Lambda$ all de-excitations in a finite basis, that $T$ solves the coupled-cluster equations, and that the level is nondegenerate. Then the lambda equations, which determine $\Lambda$, amount to this left eigenvalue problem, and their solution gives the exact expectation values within that basis. With a truncated $T$, $\psi$ is usually not an eigenvector of $H$, and this conclusion is not available.

## Two coupled levels

Two degenerate levels with unit coupling have the Hamiltonian $H = \begin{pmatrix}0&1\\1&0\end{pmatrix}$.

```lean
/-- The Hamiltonian of two degenerate levels with unit coupling. -/
def twoLevelH : Matrix (Fin 2) (Fin 2) ℂ := !![0, 1; 1, 0]
```

The cluster operator excites level 0 to level 1 with unit amplitude, $T = \begin{pmatrix}0&0\\1&0\end{pmatrix}$.

```lean
/-- The excitation from level 0 to level 1 with unit amplitude. -/
def twoLevelT : Matrix (Fin 2) (Fin 2) ℂ := !![0, 0; 1, 0]
```

Here $T^2 = 0$, so the exponential series stops at $e^{T} = 1 + T$ and $\psi = (1,1)^{\mathsf T}$, or $(1,1)^{\mathsf T}/\sqrt2$ when normalised. Swapping the two equal entries changes nothing, so $H\psi = \psi$. Conversely, $H\phi = \phi$ forces $\phi_1 = \phi_0$, hence $\phi = \phi_0\,\psi$. The model thus meets the hypotheses of both theorems with $E = 1$.

```lean
/-- In the two-level model `T² = 0`, `H` is Hermitian, `exp(T) e₀` satisfies `H ψ = ψ`, and
every solution of `H φ = φ` is a multiple of it. -/
theorem lambda_witness :
    twoLevelT * twoLevelT = 0 ∧ twoLevelH.IsHermitian ∧
    twoLevelH *ᵥ ccState twoLevelT 0 = ((1 : ℝ) : ℂ) • ccState twoLevelT 0 ∧
    ∀ φ, twoLevelH *ᵥ φ = ((1 : ℝ) : ℂ) • φ → ∃ c : ℂ, φ = c • ccState twoLevelT 0 := by
  have hT : twoLevelT * twoLevelT = 0 := by
    ext i j
    fin_cases i <;> fin_cases j <;> simp [twoLevelT, Matrix.mul_apply, Fin.sum_univ_two]
  -- the exponential series stops after the linear term
  have hexp : NormedSpace.exp twoLevelT = 1 + twoLevelT := by
    simp only [NormedSpace.exp_eq_tsum ℂ]
    rw [tsum_eq_sum (s := Finset.range 2)]
    · simp [Finset.sum_range_succ]
    · intro k hk
      have hk2 : 2 ≤ k := not_lt.mp (fun h => hk (Finset.mem_range.mpr h))
      obtain ⟨m, rfl⟩ := Nat.exists_eq_add_of_le hk2
      rw [pow_add, pow_two, hT, zero_mul, smul_zero]
  have hψ : ccState twoLevelT 0 = ![1, 1] := by
    rw [ccState, hexp]
    ext i
    fin_cases i <;> simp [twoLevelT, Matrix.add_apply]
  rw [hψ]
  refine ⟨hT, ?_, ?_, fun φ h => ⟨φ 0, ?_⟩⟩
  · ext i j
    fin_cases i <;> fin_cases j <;> simp [twoLevelH]
  · ext i
    fin_cases i <;> simp [twoLevelH, Matrix.mulVec, dotProduct, Fin.sum_univ_two]
  · have h0 : φ 1 = φ 0 := by
      simpa [twoLevelH, Matrix.mulVec, dotProduct, Fin.sum_univ_two] using congrFun h 0
    ext i
    fin_cases i <;> simp [h0]

end

end CoupledClusterLambda
```

The left state follows from $N = 2$ and $\psi^\dagger e^{T} = (2,1)$:
$$l = \left(1,\tfrac12\right), \qquad \bar H = \begin{pmatrix}1&1\\0&-1\end{pmatrix}, \qquad l\bar H = \left(1,\,1-\tfrac12\right) = l .$$
For the population of level 1, $V = \begin{pmatrix}0&0\\0&1\end{pmatrix}$, one finds $\bar V e_0 = (0,1)^{\mathsf T}$ and $l\,\bar V e_0 = \tfrac12$, which is the population in the normalised state. The bare reference bra $(1,0)$ in place of $l$ would give $0$.

```lean
#print axioms CoupledClusterLambda.leftState_eigen_iff
#print axioms CoupledClusterLambda.lambda_state
#print axioms CoupledClusterLambda.lambda_unique
```

```
'CoupledClusterLambda.leftState_eigen_iff' depends on axioms: [propext, Classical.choice, Quot.sound]
'CoupledClusterLambda.lambda_state' depends on axioms: [propext, Classical.choice, Quot.sound]
'CoupledClusterLambda.lambda_unique' depends on axioms: [propext, Classical.choice, Quot.sound]
```
